# An Autoregressive Wavefunction with Normalised Conditional Amplitudes on a Finite Alphabet Has Unit Norm

Let aₖ(p, s) be complex amplitudes for the next symbol s after a prefix p of k symbols from a finite alphabet, with Σ_s |aₖ(p, s)|² = 1 for every k and p. Then the wavefunction on n sites

    ψₙ(x₀, …, xₙ₋₁) = a₀(; x₀) a₁(x₀; x₁) ⋯ aₙ₋₁(x₀, …, xₙ₋₂; xₙ₋₁)

has unit norm, and for every m ≤ n the marginal of |ψₙ|² on the first m symbols is the product of the first m factors |aₖ|². Conversely, every unit-norm wavefunction on at least one site of such a system can be written exactly in this form.

In variational Monte Carlo over a finite configuration basis, the marginal formula means that configurations can be drawn from |ψₙ|² one symbol at a time, with no Markov chain and no unknown normalisation constant.

## Amplitudes, configurations and marginals

The alphabet α is the set of local basis states, for instance spin up and spin down, or the occupations of an orbital. The sites are put in a fixed order and numbered from 0.

In Lean 4 with Mathlib:

```lean
import Mathlib

open Finset

namespace AutoregressiveWavefunction

noncomputable section

variable {α : Type*}
```

An amplitude family supplies a number aₖ(p, s) for every length k, every prefix p = (p₀, …, pₖ₋₁) and every symbol s.

```lean
/-- Conditional amplitudes: a complex number for each length `k`, each prefix of `k` symbols
and each next symbol. -/
abbrev Amplitudes (α : Type*) := (k : ℕ) → (Fin k → α) → α → ℂ
```

The normalisation condition is

    Σ_s |aₖ(p, s)|² = 1   for all k and p.

It makes |aₖ(p, ·)|² a probability distribution for the next symbol. In an autoregressive network this is typically arranged by a normalising output layer; here it is a hypothesis on the amplitudes.

```lean
/-- For every prefix, the squared moduli of the amplitudes of the next symbol sum to one. -/
def IsNormalized [Fintype α] (a : Amplitudes α) : Prop :=
  ∀ (k : ℕ) (p : Fin k → α), ∑ s, ‖a k p s‖ ^ 2 = 1
```

The condition also covers prefixes of zero probability and lengths k ≥ n, which ψₙ never uses. A different model would fix n and index the amplitudes by k < n only. The hypothesis would then mention just the factors that occur in ψₙ, but the type of the family would depend on n, and an induction in which n varies would involve restricting or extending the family. With one infinite family, ψₘ and ψₙ come from the same a.

A configuration x of n symbols is a function `Fin n → α`. Write x↾m for its first m symbols.

```lean
/-- The first `m` symbols of a configuration of `n` symbols. -/
def pre {m n : ℕ} (h : m ≤ n) (x : Fin n → α) : Fin m → α := fun j => x (Fin.castLE h j)
```

Write (y, s) for the configuration y followed by the symbol s.

```lean
/-- The configuration `y` followed by one more symbol `s`. -/
def push {n : ℕ} (y : Fin n → α) (s : α) : Fin (n + 1) → α :=
  Fin.snoc (α := fun _ => α) y s
```

The wavefunction is the product of the conditional amplitudes along the configuration:

    ψₙ(x) = ∏_{k<n} aₖ(x↾k, xₖ).

For n = 0 the product is empty and ψ₀ = 1.

```lean
/-- The autoregressive wavefunction on `n` sites: the product of the conditional amplitudes. -/
def waveFunction (a : Amplitudes α) (n : ℕ) (x : Fin n → α) : ℂ :=
  ∏ k : Fin n, a k (pre k.isLt.le x) (x k)
```

The marginal probability of a prefix y of m symbols is the sum of |ψ|² over all configurations that begin with y:

    Pₘ(y) = Σ_{x : x↾m = y} |ψ(x)|².

```lean
/-- The marginal of `|ψ|²` on the first `m` symbols: the sum over all configurations that
begin with `y`. -/
def marginal [Fintype α] [DecidableEq α] {m n : ℕ} (h : m ≤ n) (ψ : (Fin n → α) → ℂ)
    (y : Fin m → α) : ℝ :=
  ∑ x with pre h x = y, ‖ψ x‖ ^ 2
```

This definition applies to any ψ and has no product structure built in, so the product formula for it has content. The configurations label an orthonormal basis, ψ(x) is the component of the state on the basis vector labelled by x, and the squared norm is written out as a sum over configurations. No Hamiltonian or energy enters.

## Summing out the last symbol

Three facts about configurations are needed. First, appending a symbol does not change an earlier prefix: for m ≤ n, (y, s)↾m = y↾m.

```lean
private lemma pre_push {m n : ℕ} (h : m ≤ n) (h' : m ≤ n + 1) (y : Fin n → α) (s : α) :
    pre h' (push y s) = pre h y := by
  funext j
  exact Fin.snoc_castSucc (α := fun _ => α) s y (Fin.castLE h j)
```

Second, a configuration of n + 1 symbols is its first n symbols followed by its last one: x = (x↾n, xₙ).

```lean
private lemma push_pre {n : ℕ} (x : Fin (n + 1) → α) :
    push (pre (Nat.le_succ n) x) (x (Fin.last n)) = x :=
  Fin.snoc_init_self (α := fun _ => α) x
```

Third, a sum over n + 1 symbols is therefore a double sum:

    Σ_x F(x) = Σ_y Σ_s F(y, s).

```lean
private lemma sum_push [Fintype α] {n : ℕ} (F : (Fin (n + 1) → α) → ℝ) :
    ∑ x, F x = ∑ y : Fin n → α, ∑ s, F (push y s) := by
  let e : α × (Fin n → α) ≃ (Fin (n + 1) → α) := Fin.snocEquiv (fun _ => α)
  calc ∑ x, F x = ∑ p : α × (Fin n → α), F (push p.2 p.1) := (e.sum_comp F).symm
    _ = _ := Fintype.sum_prod_type_right _
```

The code obtains this from the bijection between pairs of a symbol and a shorter configuration, and the longer configurations.

The wavefunction itself obeys a one-step recursion, because the first n factors see only y and the last factor is aₙ(y, s):

    ψₙ₊₁(y, s) = ψₙ(y) aₙ(y, s).

```lean
/-- Appending a symbol multiplies the wavefunction by the conditional amplitude of that symbol. -/
theorem waveFunction_push (a : Amplitudes α) {n : ℕ} (y : Fin n → α) (s : α) :
    waveFunction a (n + 1) (push y s) = waveFunction a n y * a n y s := by
  unfold waveFunction
  rw [Fin.prod_univ_castSucc]
  refine congrArg₂ (· * ·) (Finset.prod_congr rfl fun k _ => ?_) ?_
  · exact congrArg₂ (a k) (pre_push k.isLt.le _ y s) (Fin.snoc_castSucc (α := fun _ => α) ..)
  · exact congrArg₂ (a n) (pre_push le_rfl _ y s) (Fin.snoc_last (α := fun _ => α) ..)
```

The proof splits off the last factor with `Fin.prod_univ_castSucc` and then matches the remaining factors one by one.

Now take a real function f of the first m symbols, with m ≤ n. Summing out the last symbol gives

    Σ_x |ψₙ₊₁(x)|² f(x↾m)
      = Σ_y Σ_s |ψₙ(y)|² |aₙ(y, s)|² f(y↾m)
      = Σ_y |ψₙ(y)|² f(y↾m) Σ_s |aₙ(y, s)|²
      = Σ_y |ψₙ(y)|² f(y↾m).

Repeating this until only m symbols are left yields

    Σ_x |ψₙ(x)|² f(x↾m) = Σ_y |ψₘ(y)|² f(y).

```lean
/-- For normalised conditional amplitudes and `m ≤ n`, the expectation of a real function of the
first `m` symbols is the same in the wavefunction on `n` sites as in the one on `m` sites. -/
theorem expectation_prefix [Fintype α] {a : Amplitudes α} (ha : IsNormalized a) {m n : ℕ}
    (h : m ≤ n) (f : (Fin m → α) → ℝ) :
    ∑ x, ‖waveFunction a n x‖ ^ 2 * f (pre h x) = ∑ y, ‖waveFunction a m y‖ ^ 2 * f y := by
  induction n, h using Nat.le_induction with
  | base => rfl
  | succ n h ih =>
    -- sum out the last symbol, whose conditional weights add up to one
    rw [sum_push, ← ih]
    refine Finset.sum_congr rfl fun y _ => ?_
    simp only [waveFunction_push, pre_push h, norm_mul, mul_pow]
    rw [← Finset.sum_mul, ← Finset.mul_sum, ha n y, mul_one]
```

The induction starts at n = m, where both sides coincide. In the step, `sum_push` produces the double sum, `waveFunction_push` factorises the weight, and `ha n y` replaces the inner sum by 1. In physical terms, appending sites while keeping the earlier conditional amplitudes fixed leaves the statistics of diagonal observables on the earlier sites unchanged.

## Norm, marginals and the sampling rule

Choose m = 0 and f = 1. There is exactly one empty configuration, and ψ₀ = 1, so

    Σ_x |ψₙ(x)|² = |ψ₀|² = 1.

```lean
/-- An autoregressive wavefunction with normalised conditional amplitudes has unit norm. -/
theorem unit_norm [Fintype α] {a : Amplitudes α} (ha : IsNormalized a) (n : ℕ) :
    ∑ x, ‖waveFunction a n x‖ ^ 2 = 1 := by
  have h := expectation_prefix ha (Nat.zero_le n) (fun _ => 1)
  simpa [waveFunction] using h
```

Next choose f to be the indicator of a given prefix y, equal to 1 at y and 0 elsewhere. The left side of the expectation identity becomes the marginal, and the right side keeps a single term:

    Pₘ(y) = |ψₘ(y)|² = ∏_{k<m} |aₖ(y↾k, yₖ)|².

```lean
/-- For an autoregressive wavefunction with normalised conditional amplitudes, the marginal of
`|ψ|²` on the first `m` symbols is the product of the squared moduli of the first `m` conditional
amplitudes. -/
theorem marginal_eq_prod [Fintype α] [DecidableEq α] {a : Amplitudes α} (ha : IsNormalized a)
    {m n : ℕ} (h : m ≤ n) (y : Fin m → α) :
    marginal h (waveFunction a n) y = ∏ k : Fin m, ‖a k (pre k.isLt.le y) (y k)‖ ^ 2 := by
  -- take the indicator of the prefix `y` as observable
  have key := expectation_prefix ha h (fun z => if z = y then 1 else 0)
  simp only [mul_ite, mul_one, mul_zero, Finset.sum_ite_eq', Finset.mem_univ, if_true] at key
  rw [marginal, Finset.sum_filter, key, waveFunction, norm_prod, Finset.prod_pow]
```

The `simp only` line collapses the right-hand sum to its one term; the final rewriting turns the filtered sum of the definition into a sum with an indicator and the norm of a product into a product of norms.

Comparing prefixes of lengths m + 1 and m, for m + 1 ≤ n, gives

    Pₘ₊₁(y, s) = Pₘ(y) |aₘ(y, s)|².

```lean
/-- For normalised conditional amplitudes, extending a prefix by the symbol `s` multiplies its
marginal probability by the squared modulus of the conditional amplitude of `s`. -/
theorem marginal_push [Fintype α] [DecidableEq α] {a : Amplitudes α} (ha : IsNormalized a)
    {m n : ℕ} (h : m + 1 ≤ n) (y : Fin m → α) (s : α) :
    marginal h (waveFunction a n) (push y s) =
      marginal (Nat.le_of_succ_le h) (waveFunction a n) y * ‖a m y s‖ ^ 2 := by
  rw [marginal_eq_prod ha, marginal_eq_prod ha]
  have w := congrArg (fun z : ℂ => ‖z‖ ^ 2) (waveFunction_push a y s)
  simpa only [waveFunction, norm_mul, norm_prod, mul_pow, Finset.prod_pow] using w
```

The proof applies the product formula on both sides and takes squared moduli in the recursion for ψ. Where Pₘ(y) > 0, dividing by it shows that |aₘ(y, s)|² is the conditional probability of s after y. This is the rule for direct sampling: draw x₀ from |a₀|², then x₁ from |a₁(x₀, ·)|², and so on.

## Recovering the amplitudes from a given state

The converse builds amplitudes for a prescribed wavefunction. Replacing the amplitudes of length n by others leaves ψₙ unchanged, since ψₙ contains only aₖ with k < n.

```lean
private lemma waveFunction_update (a : Amplitudes α) (n : ℕ) (g : (Fin n → α) → α → ℂ)
    (y : Fin n → α) : waveFunction (Function.update a n g) n y = waveFunction a n y := by
  unfold waveFunction
  refine Finset.prod_congr rfl fun k _ => ?_
  rw [Function.update_of_ne (Nat.ne_of_lt k.isLt)]
```

Suppose that a target ψ on n + 1 sites has |ψₙ|² as its marginal on the first n:

    Σ_s |ψ(y, s)|² = |ψₙ(y)|²   for every y.

Keep all amplitudes except those of length n, and set

    bₙ(y, s) = ψ(y, s) / ψₙ(y)   if ψₙ(y) ≠ 0,
    bₙ(y, s) = aₙ(y, s)          if ψₙ(y) = 0.

In the first case the squared moduli sum to |ψₙ(y)|² / |ψₙ(y)|² = 1, and in the second they sum to 1 because the old amplitudes do. The new wavefunction is ψₙ(y) bₙ(y, s). Where ψₙ(y) ≠ 0 this equals ψ(y, s) by cancellation. Where ψₙ(y) = 0, the marginal condition forces every ψ(y, s) to vanish, so both sides are zero.

```lean
/-- If the marginal of `|ψ|²` on the first `n` of `n + 1` sites is the squared modulus of an
autoregressive wavefunction with normalised conditional amplitudes, then `ψ` is itself an
autoregressive wavefunction with normalised conditional amplitudes. -/
theorem exists_extension [Fintype α] {a : Amplitudes α} (ha : IsNormalized a) {n : ℕ}
    (ψ : (Fin (n + 1) → α) → ℂ)
    (h : ∀ y, ∑ s, ‖ψ (push y s)‖ ^ 2 = ‖waveFunction a n y‖ ^ 2) :
    ∃ b : Amplitudes α, IsNormalized b ∧ ∀ x, waveFunction b (n + 1) x = ψ x := by
  classical
  -- divide by the shorter wavefunction where it is nonzero, keep the old amplitude elsewhere
  refine ⟨Function.update a n (fun (y : Fin n → α) (s : α) =>
    if waveFunction a n y = 0 then a n y s else ψ (push y s) / waveFunction a n y), ?_, ?_⟩
  · intro k p
    by_cases hk : k = n
    · subst hk
      by_cases h0 : waveFunction a _ p = 0
      · simp only [Function.update_self, if_pos h0]
        exact ha _ p
      · simp only [Function.update_self, if_neg h0, norm_div, div_pow]
        rw [← Finset.sum_div, h p]
        exact div_self (pow_ne_zero 2 (norm_ne_zero_iff.mpr h0))
    · simp only [Function.update_of_ne hk]
      exact ha k p
  · intro x
    rw [← push_pre x]
    generalize pre (Nat.le_succ n) x = y
    generalize x (Fin.last n) = s
    rw [waveFunction_push, waveFunction_update, Function.update_self]
    by_cases h0 : waveFunction a n y = 0
    · have hs : ∑ t, ‖ψ (push y t)‖ ^ 2 = 0 := by rw [h y, h0]; simp
      have hz := (Finset.sum_eq_zero_iff_of_nonneg
        (fun t _ => sq_nonneg ‖ψ (push y t)‖)).mp hs s (Finset.mem_univ s)
      have hz' : ψ (push y s) = 0 := by simpa using hz
      rw [h0, hz', zero_mul]
    · rw [if_neg h0]
      field_simp
```

`Function.update` performs the replacement. The two bullets of the proof treat normalisation and equality with the target, each with the same case distinction on ψₙ(y).

To use this, one needs a ψₙ whose squared modulus is the marginal of the target. Such a ψₙ exists because every probability distribution on configurations of n symbols is the squared modulus of some ψₙ. The proof is by induction on n; from here on p denotes the distribution and no longer a prefix. For n = 0 the only probability is 1 = |ψ₀|², and any normalised family will do; the code always picks one fixed symbol c. For n + 1 symbols, form the marginal

    q(y) = Σ_s p(y, s),

realise q as |ψₙ|² by the induction hypothesis, and extend to the target √p, whose squared modulus is p.

```lean
/-- Every probability distribution on configurations of `n` symbols from a nonempty finite alphabet
is the squared modulus of an autoregressive wavefunction with normalised conditional amplitudes. -/
theorem exists_of_distribution [Fintype α] [Nonempty α] (n : ℕ) (p : (Fin n → α) → ℝ)
    (hp : ∀ y, 0 ≤ p y) (h1 : ∑ y, p y = 1) :
    ∃ a : Amplitudes α, IsNormalized a ∧ ∀ y, ‖waveFunction a n y‖ ^ 2 = p y := by
  classical
  induction n with
  | zero =>
    obtain ⟨c⟩ := ‹Nonempty α›
    refine ⟨fun _ _ s => if s = c then 1 else 0, fun k q => ?_, fun y => ?_⟩
    · rw [Finset.sum_eq_single c (fun s _ hs => by simp [hs]) (by simp)]
      simp
    · rw [Fintype.sum_unique] at h1
      rw [Subsingleton.elim y default, h1]
      simp [waveFunction]
  | succ n ih =>
    obtain ⟨a, ha, hw⟩ := ih (fun y => ∑ s, p (push y s))
      (fun y => Finset.sum_nonneg fun s _ => hp _) (by rw [← sum_push, h1])
    have hsq : ∀ x, ‖((√(p x) : ℝ) : ℂ)‖ ^ 2 = p x := fun x => by
      rw [Complex.norm_real, Real.norm_eq_abs, sq_abs, Real.sq_sqrt (hp x)]
    obtain ⟨b, hb, hbw⟩ := exists_extension ha (fun x => ((√(p x) : ℝ) : ℂ))
      (fun y => by simp only [hsq, hw])
    exact ⟨b, hb, fun x => by rw [hbw, hsq]⟩
```

The alphabet is assumed nonempty here because an empty one admits no normalised amplitudes.

Finally, let ψ be any wavefunction of unit norm on n + 1 sites. Its marginal on the first n sites,

    q(y) = Σ_s |ψ(y, s)|²,

is a probability distribution, so q = |ψₙ|² for some normalised family. One more extension, now with the complex ψ itself as target, gives ψ exactly. The last conditional amplitude carries whatever phases ψₙ lacks.

```lean
/-- Every wavefunction of unit norm on at least one site is exactly an autoregressive
wavefunction with normalised conditional amplitudes. -/
theorem autoregressive_universal [Fintype α] {n : ℕ} (ψ : (Fin (n + 1) → α) → ℂ)
    (hψ : ∑ x, ‖ψ x‖ ^ 2 = 1) :
    ∃ a : Amplitudes α, IsNormalized a ∧ ∀ x, waveFunction a (n + 1) x = ψ x := by
  rcases isEmpty_or_nonempty α with hα | hα
  · have : IsEmpty (Fin (n + 1) → α) := ⟨fun x => hα.false (x 0)⟩
    simp at hψ
  · -- realise the marginal on the first `n` sites, then put the phases in the last amplitude
    obtain ⟨a, ha, hw⟩ := exists_of_distribution n (fun y => ∑ s, ‖ψ (push y s)‖ ^ 2)
      (fun y => Finset.sum_nonneg fun s _ => sq_nonneg _)
      (by rw [← sum_push (fun x => ‖ψ x‖ ^ 2), hψ])
    exact exists_extension ha ψ (fun y => (hw y).symm)

end

end AutoregressiveWavefunction
```

The proof first disposes of an empty alphabet, for which the norm would be 0 and not 1. At least one site is required because ψ₀ is always 1, whereas a unit-norm wavefunction on zero sites may be any phase factor.

The converse concerns unrestricted tables of amplitudes, with a separate entry for every prefix and symbol. It gives no bound on the size of a neural network that would represent or approximate such a table.

```lean
#print axioms AutoregressiveWavefunction.unit_norm
-- 'AutoregressiveWavefunction.unit_norm' depends on axioms: [propext, Classical.choice, Quot.sound]
#print axioms AutoregressiveWavefunction.marginal_push
-- 'AutoregressiveWavefunction.marginal_push' depends on axioms: [propext, Classical.choice, Quot.sound]
#print axioms AutoregressiveWavefunction.autoregressive_universal
-- 'AutoregressiveWavefunction.autoregressive_universal' depends on axioms: [propext, Classical.choice, Quot.sound]
```
